# Under linear exchange kinetics, the weighted squared distance from a positive stationary state never increases

A molecule exchanges between several sites, and light or a chemical fuel drives it preferentially one way around a cycle. The populations can settle to constant values while a net current still circulates. Detailed balance then fails: the flux from site j to site i need not equal the flux back. Individual populations may overshoot on their way to the steady state. Is there still a measure of the distance from it that never grows?

For constant rates and a steady state in which every site is populated, there is. Let n_i be the population of site i, p_i its stationary value, and K_ij the rate constant from j to i. The kinetic equation and the candidate measure are

n′ = K n

D(n) = Σ_i (n_i − p_i)² / p_i.

The sites form a finite set, called `ι` in Lean.

```lean
import Mathlib

open Matrix

namespace ExchangeWithoutDetailedBalance

noncomputable section

variable {ι : Type*} [Fintype ι]
```

## Rates and the stationary state

Four conditions define the kinetics. Rates between different sites are nonnegative. Each column of K sums to zero, so whatever leaves one site arrives at another and K_jj is minus the total exit rate from j. The populations p are stationary, Kp = 0, and every p_i is positive, which excludes a site that is empty in the steady state. Detailed balance, K_ij p_j = K_ji p_i, is not imposed, although with only two sites it follows from stationarity. Some texts use the transposed convention for K.

```lean
/-- Exchange kinetics with rate `K i j` from site `j` to site `i`: off-diagonal rates are
nonnegative, total population is conserved, and the positive populations `p` are stationary. -/
structure IsExchange (K : Matrix ι ι ℝ) (p : ι → ℝ) : Prop where
  rate_nonneg : ∀ i j, i ≠ j → 0 ≤ K i j
  col_sum : ∀ j, ∑ i, K i j = 0
  stationary : K *ᵥ p = 0
  pos : ∀ i, 0 < p i
```

`K *ᵥ p` is the matrix-vector product. That real exchange follows a linear equation with constant, memoryless rates is the physical assumption that these conditions do not justify.

## Distance and dissipation

The function `weightedDistance` is D, a squared distance in which deviations at sparsely populated sites weigh more. The populations n may have any sign and any total.

```lean
/-- The weighted squared distance of the populations `n` from `p`, for positive `p i`. -/
def weightedDistance (p n : ι → ℝ) : ℝ := ∑ i, (n i - p i) ^ 2 / p i
```

Write x_i = n_i/p_i for the relative population. The rate at which D falls will turn out to be

Φ(n) = Σ_ij K_ij p_j (x_i − x_j)².

Each term is a stationary flux times a squared difference. The Lean name is `dissipation`, but Φ is not the thermodynamic entropy production: it vanishes at n = p even when a current circulates there.

```lean
/-- The dissipation: each channel from `j` to `i` contributes its stationary flux `K i j * p j`
times the squared difference of the relative populations `n i / p i`, when the populations `p` are
positive and stationary under `K`. -/
def dissipation (K : Matrix ι ι ℝ) (p n : ι → ℝ) : ℝ :=
  ∑ i, ∑ j, K i j * p j * (n i / p i - n j / p j) ^ 2
```

## Two cancellations replace detailed balance

Differentiating D along the kinetic equation gives 2 Σ_i (x_i − 1)(Kn)_i. Since n_j = p_j x_j, this equals

2 Σ_ij K_ij p_j x_i x_j − 2 Σ_ij K_ij n_j.

The second sum vanishes because the columns of K sum to zero. Now expand the square in Φ:

Φ = Σ_ij K_ij p_j x_i² + Σ_ij K_ij p_j x_j² − 2 Σ_ij K_ij p_j x_i x_j.

In the first sum, Σ_j K_ij p_j = 0 by stationarity. In the second, Σ_i K_ij = 0 by conservation. Only the cross term survives, so

2 Σ_i (x_i − 1)(Kn)_i = −Φ(n).

In the proof, `h1` is the cancellation by stationarity, and `hcol` is the one by conservation, used twice. The equation `key` collects the expansions term by term, and `linarith` combines them.

```lean
/-- For exchange kinetics with stationary populations `p`, the rate of change of the weighted
distance prescribed by the kinetic equation is minus the dissipation. -/
theorem rate_eq_neg_dissipation {K : Matrix ι ι ℝ} {p : ι → ℝ} (h : IsExchange K p)
    (n : ι → ℝ) :
    2 * ∑ i, (n i - p i) / p i * (K *ᵥ n) i = -dissipation K p n := by
  -- squares at the arrival site cancel by stationarity
  have h1 : ∑ i, ∑ j, K i j * p j * (n i / p i) ^ 2 = 0 := by
    refine Finset.sum_eq_zero fun i _ => ?_
    have hi : ∑ j, K i j * p j = 0 := congrFun h.stationary i
    rw [← Finset.sum_mul, hi, zero_mul]
  -- terms that depend on the departure site only cancel by conservation
  have hcol : ∀ g : ι → ℝ, ∑ i, ∑ j, K i j * g j = 0 := by
    intro g
    rw [Finset.sum_comm]
    refine Finset.sum_eq_zero fun j _ => ?_
    rw [← Finset.sum_mul, h.col_sum j, zero_mul]
  have h2 := hcol fun j => p j * (n j / p j) ^ 2
  have h3 := hcol n
  have key : 2 * ∑ i, (n i - p i) / p i * (K *ᵥ n) i + dissipation K p n
      = ∑ i, ∑ j, K i j * p j * (n i / p i) ^ 2
        + ∑ i, ∑ j, K i j * (p j * (n j / p j) ^ 2) - 2 * ∑ i, ∑ j, K i j * n j := by
    simp only [dissipation, Matrix.mulVec, dotProduct, Finset.mul_sum,
      ← Finset.sum_add_distrib, ← Finset.sum_sub_distrib]
    refine Finset.sum_congr rfl fun i _ => Finset.sum_congr rfl fun j _ => ?_
    have hi := (h.pos i).ne'
    have hj := (h.pos j).ne'
    field_simp
    ring
  linarith
```

Every term of Φ is nonnegative. For i ≠ j it is a product of nonnegative factors; for i = j the rate K_ii may be negative, but the squared difference is zero. The proof splits into these two cases.

```lean
/-- In exchange kinetics every channel contributes a nonnegative amount to the dissipation. -/
theorem channel_nonneg {K : Matrix ι ι ℝ} {p : ι → ℝ} (h : IsExchange K p)
    (n : ι → ℝ) (i j : ι) : 0 ≤ K i j * p j * (n i / p i - n j / p j) ^ 2 := by
  by_cases hij : i = j
  · subst hij
    simp
  · exact mul_nonneg (mul_nonneg (h.rate_nonneg i j hij) (h.pos j).le) (sq_nonneg _)
```

## The distance along a solution

By the chain rule,

d/dt (n_i − p_i)²/p_i = 2 (n_i − p_i)/p_i · (Kn)_i.

Summing over i and using the identity above gives dD/dt = −Φ(n). In Lean, `HasDerivAt n (K *ᵥ n t) t` says that the curve n satisfies the kinetic equation at time t. The proof differentiates each component, then sums.

```lean
/-- Along a solution of the kinetic equation `n' = K n` of exchange kinetics, the weighted
distance from the stationary populations changes at a rate equal to minus the dissipation. -/
theorem hasDerivAt_weightedDistance {K : Matrix ι ι ℝ} {p : ι → ℝ} (h : IsExchange K p)
    {n : ℝ → ι → ℝ} {t : ℝ} (hn : HasDerivAt n (K *ᵥ n t) t) :
    HasDerivAt (fun s => weightedDistance p (n s)) (-dissipation K p (n t)) t := by
  have hi : ∀ i, HasDerivAt (fun s => (n s i - p i) ^ 2 / p i)
      (2 * ((n t i - p i) / p i * (K *ᵥ n t) i)) t := by
    intro i
    have h0 := (((hasDerivAt_pi.1 hn i).sub_const (p i)).fun_pow 2).div_const (p i)
    refine h0.congr_deriv ?_
    simp only [Nat.cast_ofNat, Nat.reduceSub, pow_one]
    ring
  unfold weightedDistance
  refine (HasDerivAt.fun_sum fun i _ => hi i).congr_deriv ?_
  rw [← Finset.mul_sum]
  exact rate_eq_neg_dissipation h (n t)
```

Since Φ ≥ 0, the derivative of D is never positive, and D is nonincreasing, which Lean calls `Antitone`. The hypothesis `hn` asks for the kinetic equation at all real times. A solution that starts at time zero extends to all of them through exp(Kt); populations at earlier times may then be negative, which the theorem allows.

```lean
/-- For exchange kinetics with positive stationary populations `p`, the weighted distance
`∑ (n i - p i)² / p i` is nonincreasing in time along every solution of `n' = K n`. -/
theorem weightedDistance_antitone {K : Matrix ι ι ℝ} {p : ι → ℝ} (h : IsExchange K p)
    {n : ℝ → ι → ℝ} (hn : ∀ t, HasDerivAt n (K *ᵥ n t) t) :
    Antitone fun t => weightedDistance p (n t) := by
  have hd := fun t => hasDerivAt_weightedDistance h (hn t)
  refine antitone_of_deriv_nonpos (fun t => (hd t).differentiableAt) fun t => ?_
  rw [(hd t).deriv]
  exact neg_nonpos.2
    (Finset.sum_nonneg fun i _ => Finset.sum_nonneg fun j _ => channel_nonneg h (n t) i j)
```

Over a time τ ≥ 0, the populations are propagated by exp(Kτ). In the scaled deviations y_i = (n_i − p_i)/√p_i, the generator becomes S_ij = K_ij √(p_j/p_i), and D is the squared length of y. Monotonicity of D means that exp(Sτ) never lengthens y, although S need not be symmetric. The same equation describes the level populations of a finite quantum system when coherences are neglected and the transition rates are constant. The result applies there if every level is populated in the steady state, which excludes pure decay to a ground state.

## When the decrease stops

A sum of nonnegative terms is zero only if each term is zero. Hence Φ(n) = 0 exactly when x_i = x_j for every channel with K_ij > 0. The forward direction applies this fact to the outer and then the inner sum; the converse checks each term.

```lean
/-- In exchange kinetics the dissipation vanishes exactly when any two sites joined by a channel
of positive rate have the same relative population `n i / p i`. -/
theorem dissipation_eq_zero_iff {K : Matrix ι ι ℝ} {p : ι → ℝ} (h : IsExchange K p)
    (n : ι → ℝ) :
    dissipation K p n = 0 ↔ ∀ i j, 0 < K i j → n i / p i = n j / p j := by
  constructor
  · intro h0 i j hK
    -- a vanishing sum of nonnegative terms vanishes term by term
    have hi := (Finset.sum_eq_zero_iff_of_nonneg fun i _ =>
      Finset.sum_nonneg fun j _ => channel_nonneg h n i j).1 h0 i (Finset.mem_univ i)
    have hij := (Finset.sum_eq_zero_iff_of_nonneg fun j _ =>
      channel_nonneg h n i j).1 hi j (Finset.mem_univ j)
    have hflux : K i j * p j ≠ 0 := (mul_pos hK (h.pos j)).ne'
    exact sub_eq_zero.1 (pow_eq_zero_iff two_ne_zero |>.1
      ((mul_eq_zero.1 hij).resolve_left hflux))
  · intro hr
    refine Finset.sum_eq_zero fun i _ => Finset.sum_eq_zero fun j _ => ?_
    by_cases hij : i = j
    · subst hij
      simp
    · rcases (h.rate_nonneg i j hij).eq_or_lt with h0 | h0
      · rw [← h0]
        ring
      · rw [hr i j h0]
        ring
```

Suppose that open channels, followed in either direction, connect all sites. If Φ(n) = 0, all x_i share one value c, so n = c p. Equal totals, Σ_i n_i = Σ_i p_i, force c = 1 and n = p. For any other n with that total, Φ(n) > 0.

`Relation.EqvGen` expresses the connection, and induction on it carries the equality of ratios across the network. This gives a strictly negative instantaneous rate for D, without an estimate of how fast n approaches p.

```lean
/-- In exchange kinetics whose channels of positive rate, followed in either direction, connect all
sites, the dissipation is strictly positive for all populations that have the same total as the
stationary populations `p` but differ from them. -/
theorem dissipation_pos {K : Matrix ι ι ℝ} {p : ι → ℝ} (h : IsExchange K p)
    (hconn : ∀ i j, Relation.EqvGen (fun a b => 0 < K a b) i j)
    {n : ι → ℝ} (htot : ∑ i, n i = ∑ i, p i) (hne : n ≠ p) :
    0 < dissipation K p n := by
  have hnonneg : 0 ≤ dissipation K p n :=
    Finset.sum_nonneg fun i _ => Finset.sum_nonneg fun j _ => channel_nonneg h n i j
  refine lt_of_le_of_ne hnonneg fun h0 => hne ?_
  have hr := (dissipation_eq_zero_iff h n).1 h0.symm
  -- equality of relative populations spreads along the network
  have hall : ∀ i j, n i / p i = n j / p j := by
    intro i j
    induction hconn i j with
    | rel a b hab => exact hr a b hab
    | refl a => rfl
    | symm a b _ ih => exact ih.symm
    | trans a b c _ _ ih1 ih2 => exact ih1.trans ih2
  funext k
  have hn : ∀ i, n i = n k / p k * p i := fun i => by
    rw [← hall i k, div_mul_cancel₀ _ (h.pos i).ne']
  -- the common ratio is one because the totals agree
  have hsum : 0 < ∑ i, p i := Finset.sum_pos (fun i _ => h.pos i) ⟨k, Finset.mem_univ k⟩
  have hs : n k / p k * ∑ i, p i = 1 * ∑ i, p i := by
    rw [Finset.mul_sum, one_mul, ← htot]
    exact Finset.sum_congr rfl fun i _ => (hn i).symm
  have hone := mul_right_cancel₀ hsum.ne' hs
  rw [hn k, hone, one_mul]
```

## A one-way cycle in numbers

Take sites 0, 1, 2 with rates 1 for 0→1, 2 for 1→2 and 3 for 2→0. The reverse rates are set to zero, an idealisation of steps whose reverse is very slow.

```lean
/-- Three-site exchange around a one-way cycle, with rates 1, 2 and 3. -/
def drivenCycle : Matrix (Fin 3) (Fin 3) ℝ := !![-1, 0, 3; 1, -2, 0; 0, 2, -3]
```

With p = (6, 3, 2), every step of the cycle carries flux 6, so p is stationary. Detailed balance fails: the flux from 0 to 1 is 6 and the reverse flux is 0.

Start from n = (0, 9, 2), which has the same total, 11. Then x = (0, 3, 1) and

D = 36/6 + 36/3 + 0 = 18

Kn = (6, −18, 12)

dD/dt = 2[(−1)(6) + (2)(−18) + (0)(12)] = −84

Φ = 6(3² + 2² + 1²) = 84.

Site 2 starts at its stationary population and moves away from it at rate 12, while D falls.

The last theorem verifies the four conditions entry by entry, together with the unequal fluxes.

```lean
/-- The one-way cycle is exchange kinetics with stationary populations 6, 3, 2, and it violates
detailed balance between its first two sites. -/
theorem drivenCycle_witness :
    IsExchange drivenCycle ![6, 3, 2] ∧ drivenCycle 1 0 * 6 ≠ drivenCycle 0 1 * 3 := by
  refine ⟨⟨?_, ?_, ?_, ?_⟩, ?_⟩
  · intro i j
    fin_cases i <;> fin_cases j <;> norm_num [drivenCycle]
  · intro j
    fin_cases j <;> norm_num [drivenCycle, Fin.sum_univ_succ]
  · ext i
    fin_cases i <;> norm_num [drivenCycle, Matrix.mulVec, dotProduct, Fin.sum_univ_succ]
  · intro i
    fin_cases i <;> norm_num
  · norm_num [drivenCycle]

end

end ExchangeWithoutDetailedBalance
```

```lean
#print axioms ExchangeWithoutDetailedBalance.weightedDistance_antitone
#print axioms ExchangeWithoutDetailedBalance.dissipation_pos
```

```
'ExchangeWithoutDetailedBalance.weightedDistance_antitone' depends on axioms: [propext, Classical.choice, Quot.sound]
'ExchangeWithoutDetailedBalance.dissipation_pos' depends on axioms: [propext, Classical.choice, Quot.sound]
```
